# Coulomb and exchange energies over real orbitals do not mix the real and imaginary parts of a Hermitian density matrix

When a real-time propagation or a complex SCF calculation in a finite real orbital basis builds its Fock matrix, the density matrix $D$ is complex but the two-electron integrals are real. The code can then pass only $\mathrm{Re}\,D$ to a real Coulomb routine. Exchange takes two real builds, one for each part of $D$, and their energies combine without a mixed term.

Write $D=S+iA$ with $S,A$ real, and let $g(p,q,r,s)=(pq|rs)$. Define

$$J_{pq}[D]=\sum_{rs}g(p,q,r,s)D_{sr},\qquad K_{ps}[D]=\sum_{qr}g(p,q,r,s)D_{qr},$$

$$C(D)=\sum_{pq}J_{pq}[D]D_{qp},\qquad X(D,Y)=\sum_{ps}K_{ps}[D]Y_{sp}.$$

For Hermitian $D$ and eightfold-symmetric $g$,

$$C(D)=C(S),\qquad X(D,D)=X(S,S)-X(A,A).$$

With a real symmetric one-electron matrix $h$ and real exchange fraction $c$, the energy

$$E(D)=\sum_{pq}h_{pq}D_{qp}+\tfrac12\left[C(D)-c\,X(D,D)\right]$$

therefore satisfies $E(\bar D)=E(D)$. For a spin-summed closed-shell density, Hartree–Fock is $c=1/2$.

## Index symmetry removes the mixed terms

Hermiticity gives $S_{qp}=S_{pq}$ and $A_{qp}=-A_{pq}$. If $w$ is symmetric and $a$ antisymmetric, renaming indices gives

$$\sum_{pq}w_{pq}a_{qp}=\sum_{pq}w_{qp}a_{pq}=-\sum_{pq}w_{pq}a_{qp},$$

so the sum is zero. Hence $h$ sees only $S$. Since $g$ is symmetric in $r,s$, $J[D]=J[S]$; since $J$ is symmetric in $p,q$, the second density in $C$ also reduces to $S$.

For exchange, rename $q\leftrightarrow r$ and use $g(s,r,q,p)=g(q,p,s,r)=g(p,q,r,s)$:

$$K_{sp}[Y]=\sum_{qr}g(s,r,q,p)Y_{rq}=\sum_{qr}g(p,q,r,s)Y_{rq}.$$

Thus $K[S]$ is symmetric and $K[A]$ antisymmetric, so $X(S,A)=X(A,S)=0$. An exchange routine that symmetrises its output would erase $K[A]$. Expanding,

$$X(D,D)=X(S,S)-X(A,A)+i\left[X(S,A)+X(A,S)\right],$$

and the bracket vanishes. Conjugation sends $A$ to $-A$, which leaves $X(A,A)$ and the energy unchanged.

The Fock matrix $F(D)=h+J[D]-cK[D]$ has real coefficients, so $F(\bar D)=\overline{F(D)}$. In an orthonormal basis the SCF condition is $F(D)D=DF(D)$, and conjugating it gives the same condition for $\bar D$.

## Definitions and proofs in Lean

```lean
import Mathlib

open Matrix Finset

namespace MeanFieldTimeReversal

noncomputable section

variable {n : Type*} [Fintype n]

/-- The eightfold permutation symmetry of two-electron integrals `(pq|rs)` over real orbitals. -/
structure Eightfold {n : Type*} (g : n → n → n → n → ℝ) : Prop where
  bra : ∀ p q r s, g p q r s = g q p r s
  ket : ∀ p q r s, g p q r s = g p q s r
  swap : ∀ p q r s, g p q r s = g r s p q

/-- The real part `S` of a density matrix `D = S + iA`, entry by entry. -/
def chargePart {n : Type*} (D : Matrix n n ℂ) : Matrix n n ℂ := D.map fun z => (z.re : ℂ)

/-- The imaginary part `A` of a density matrix `D = S + iA`, entry by entry. -/
def currentPart {n : Type*} (D : Matrix n n ℂ) : Matrix n n ℂ := D.map fun z => (z.im : ℂ)

/-- Time reversal of a spinless density matrix in a real basis: complex conjugation. -/
def timeReverse {n : Type*} (D : Matrix n n ℂ) : Matrix n n ℂ := D.map (starRingEnd ℂ)

/-- The Coulomb matrix `J_pq = ∑ (pq|rs) D_sr`. -/
def coulombMatrix (g : n → n → n → n → ℝ) (D : Matrix n n ℂ) : Matrix n n ℂ :=
  Matrix.of fun p q => ∑ r, ∑ s, (g p q r s : ℂ) * D s r

/-- The exchange matrix `K_ps = ∑ (pq|rs) D_qr`. -/
def exchangeMatrix (g : n → n → n → n → ℝ) (D : Matrix n n ℂ) : Matrix n n ℂ :=
  Matrix.of fun p s => ∑ q, ∑ r, (g p q r s : ℂ) * D q r

/-- The Coulomb sum `∑ (pq|rs) D_sr D_qp`. -/
def coulomb (g : n → n → n → n → ℝ) (D : Matrix n n ℂ) : ℂ :=
  ∑ p, ∑ q, ∑ r, ∑ s, (g p q r s : ℂ) * D s r * D q p

/-- The exchange sum `∑ (pq|rs) D_qr E_sp` between two matrices. -/
def exchangeForm (g : n → n → n → n → ℝ) (D E : Matrix n n ℂ) : ℂ :=
  ∑ p, ∑ s, ∑ q, ∑ r, (g p q r s : ℂ) * D q r * E s p

/-- The mean-field energy with one-electron matrix `h` and exchange fraction `c`. -/
def energy (h : Matrix n n ℝ) (g : n → n → n → n → ℝ) (c : ℝ) (D : Matrix n n ℂ) : ℂ :=
  ∑ p, ∑ q, (h p q : ℂ) * D q p + 1 / 2 * (coulomb g D - c * exchangeForm g D D)

/-- The Fock matrix `F = h + J - c K`. -/
def fock (h : Matrix n n ℝ) (g : n → n → n → n → ℝ) (c : ℝ) (D : Matrix n n ℂ) :
    Matrix n n ℂ :=
  Matrix.of fun p q => (h p q : ℂ) + coulombMatrix g D p q - c * exchangeMatrix g D p q

/-- For a Hermitian density matrix the real part is symmetric and the imaginary part is
antisymmetric. -/
theorem hermitian_parts {n : Type*} {D : Matrix n n ℂ} (hD : D.IsHermitian) (p q : n) :
    chargePart D q p = chargePart D p q ∧ currentPart D q p = -currentPart D p q := by
  have h := hD.apply q p
  simp only [chargePart, currentPart, Matrix.map_apply]
  rw [← h]
  constructor <;> simp

/-- The full contraction of a symmetric array with an antisymmetric one vanishes. -/
theorem sum_symm_anti (w a : n → n → ℂ) (hw : ∀ p q, w q p = w p q)
    (ha : ∀ p q, a q p = -a p q) : ∑ p, ∑ q, w p q * a q p = 0 := by
  have h : ∑ p, ∑ q, w p q * a q p = -∑ p, ∑ q, w p q * a q p := by
    refine Finset.sum_comm.trans ?_
    simp only [← Finset.sum_neg_distrib]
    refine sum_congr rfl fun p _ => sum_congr rfl fun q _ => ?_
    rw [hw p q, ha p q]
    ring
  linear_combination h / 2

/-- The contraction of an array satisfying `w q p = w p q` (no conjugation) with a Hermitian density
matrix depends only on the real part of the density matrix. -/
theorem contract_charge {D : Matrix n n ℂ} (hD : D.IsHermitian) (w : n → n → ℂ)
    (hw : ∀ p q, w q p = w p q) :
    ∑ p, ∑ q, w p q * D q p = ∑ p, ∑ q, w p q * chargePart D q p := by
  have h0 := sum_symm_anti w (fun p q => currentPart D p q) hw
    (fun p q => (hermitian_parts hD p q).2)
  have h1 : ∑ p, ∑ q, w p q * D q p = ∑ p, ∑ q, w p q * chargePart D q p
      + Complex.I * ∑ p, ∑ q, w p q * currentPart D q p := by
    simp only [Finset.mul_sum, ← Finset.sum_add_distrib]
    refine sum_congr rfl fun p _ => sum_congr rfl fun q _ => ?_
    simp only [chargePart, currentPart, Matrix.map_apply]
    linear_combination (-w p q) * Complex.re_add_im (D q p)
  rw [h1, h0, mul_zero, add_zero]

/-- With eightfold-symmetric integrals, the Coulomb sum of a Hermitian density matrix depends
only on its real part. -/
theorem coulomb_charge {g : n → n → n → n → ℝ} (hg : Eightfold g) {D : Matrix n n ℂ}
    (hD : D.IsHermitian) : coulomb g D = coulomb g (chargePart D) := by
  have e : ∀ X : Matrix n n ℂ,
      coulomb g X = ∑ p, ∑ q, coulombMatrix g X p q * X q p := by
    intro X
    simp only [coulomb, coulombMatrix, Matrix.of_apply, Finset.sum_mul]
  -- the Coulomb matrix itself is blind to the imaginary part
  have hJ : coulombMatrix g D = coulombMatrix g (chargePart D) := by
    ext p q
    exact contract_charge hD (fun r s => (g p q r s : ℂ))
      (fun r s => by simp only [hg.ket p q s r])
  rw [e D, e (chargePart D), ← hJ]
  refine contract_charge hD (fun p q => coulombMatrix g D p q) fun p q => ?_
  simp only [coulombMatrix, Matrix.of_apply]
  exact sum_congr rfl fun r _ => sum_congr rfl fun s _ => by rw [hg.bra q p r s]

/-- With eightfold-symmetric integrals, the exchange sum between a symmetric and an
antisymmetric matrix vanishes, in either order. -/
theorem exchange_cross {g : n → n → n → n → ℝ} (hg : Eightfold g) {S A : Matrix n n ℂ}
    (hS : ∀ p q, S q p = S p q) (hA : ∀ p q, A q p = -A p q) :
    exchangeForm g S A = 0 ∧ exchangeForm g A S = 0 := by
  have e : ∀ X Y : Matrix n n ℂ,
      exchangeForm g X Y = ∑ p, ∑ s, exchangeMatrix g X p s * Y s p := by
    intro X Y
    simp only [exchangeForm, exchangeMatrix, Matrix.of_apply, Finset.sum_mul]
  -- transposing the exchange matrix transposes the density inside it
  have t : ∀ (X : Matrix n n ℂ) (p s : n),
      exchangeMatrix g X s p = ∑ q, ∑ r, (g p q r s : ℂ) * X r q := by
    intro X p s
    simp only [exchangeMatrix, Matrix.of_apply]
    refine Finset.sum_comm.trans ?_
    refine sum_congr rfl fun q _ => sum_congr rfl fun r _ => ?_
    rw [hg.swap s r q p, hg.bra q p s r, hg.ket p q s r]
  constructor
  · rw [e]
    refine sum_symm_anti (fun p s => exchangeMatrix g S p s) (fun p s => A p s) ?_ hA
    intro p s

    rw [t S p s]
    simp only [exchangeMatrix, Matrix.of_apply]
    exact sum_congr rfl fun q _ => sum_congr rfl fun r _ => by rw [hS q r]
  · rw [e]
    have h := sum_symm_anti (fun p s => S s p) (fun p s => exchangeMatrix g A s p)
      (fun p s => hS s p) (fun p s => by

        rw [t A p s]
        simp only [exchangeMatrix, Matrix.of_apply, ← Finset.sum_neg_distrib]
        refine sum_congr rfl fun q _ => sum_congr rfl fun r _ => ?_
        rw [hA q r]
        ring)
    simpa only [mul_comm] using h

/-- With eightfold-symmetric integrals, the exchange sum of a Hermitian `D = S + iA` is the
exchange sum of `S` minus that of `A`. -/
theorem exchange_split {g : n → n → n → n → ℝ} (hg : Eightfold g) {D : Matrix n n ℂ}
    (hD : D.IsHermitian) : exchangeForm g D D =
      exchangeForm g (chargePart D) (chargePart D)
        - exchangeForm g (currentPart D) (currentPart D) := by
  obtain ⟨h1, h2⟩ := exchange_cross hg (fun p q => (hermitian_parts hD p q).1)
    (fun p q => (hermitian_parts hD p q).2)
  have hd : ∀ p q, D p q = chargePart D p q + Complex.I * currentPart D p q := by
    intro p q
    simp only [chargePart, currentPart, Matrix.map_apply]
    linear_combination -Complex.re_add_im (D p q)
  -- expand the quadratic form in S and A
  have h3 : exchangeForm g D D = exchangeForm g (chargePart D) (chargePart D)
      - exchangeForm g (currentPart D) (currentPart D)
      + Complex.I * (exchangeForm g (chargePart D) (currentPart D)
        + exchangeForm g (currentPart D) (chargePart D)) := by
    simp only [exchangeForm, Finset.mul_sum, ← Finset.sum_add_distrib,
      ← Finset.sum_sub_distrib]
    refine sum_congr rfl fun p _ => sum_congr rfl fun s _ =>
      sum_congr rfl fun q _ => sum_congr rfl fun r _ => ?_
    rw [hd q r, hd s p]
    linear_combination ((g p q r s : ℂ) * currentPart D q r * currentPart D s p) * Complex.I_sq
  rw [h3, h1, h2, add_zero, mul_zero, add_zero]

/-- For real symmetric `h` and eightfold-symmetric real integrals, a Hermitian density matrix
and its time-reversed partner have the same mean-field energy. -/
theorem energy_timeReverse {h : Matrix n n ℝ} (hh : h.IsSymm) {g : n → n → n → n → ℝ}
    (hg : Eightfold g) (c : ℝ) {D : Matrix n n ℂ} (hD : D.IsHermitian) :
    energy h g c (timeReverse D) = energy h g c D := by
  have hT : (timeReverse D).IsHermitian :=
    Matrix.IsHermitian.ext fun i j => congrArg (starRingEnd ℂ) (hD.apply i j)
  -- time reversal keeps S and reverses A
  have hS : chargePart (timeReverse D) = chargePart D := by
    ext p q
    simp [chargePart, timeReverse]
  have hA : currentPart (timeReverse D) = -currentPart D := by
    ext p q
    simp [currentPart, timeReverse]
  have hK : exchangeForm g (-currentPart D) (-currentPart D)
      = exchangeForm g (currentPart D) (currentPart D) := by
    simp [exchangeForm]
  have hw : ∀ p q, (h q p : ℂ) = (h p q : ℂ) := fun p q => by rw [hh.apply p q]
  unfold energy
  rw [contract_charge hT (fun p q => (h p q : ℂ)) hw,
    contract_charge hD (fun p q => (h p q : ℂ)) hw,
    coulomb_charge hg hT, coulomb_charge hg hD, exchange_split hg hT, exchange_split hg hD,
    hS, hA, hK]

/-- The Fock matrix built from the time-reversed density is the complex conjugate of the
original Fock matrix. -/
theorem fock_timeReverse (h : Matrix n n ℝ) (g : n → n → n → n → ℝ) (c : ℝ)
    (D : Matrix n n ℂ) : fock h g c (timeReverse D) = timeReverse (fock h g c D) := by
  ext p q
  simp [fock, coulombMatrix, exchangeMatrix, timeReverse, map_sum]

/-- If a density matrix commutes with its own Fock matrix, so does its time-reversed partner. -/
theorem scf_timeReverse (h : Matrix n n ℝ) (g : n → n → n → n → ℝ) (c : ℝ)
    {D : Matrix n n ℂ} (hD : fock h g c D * D = D * fock h g c D) :
    fock h g c (timeReverse D) * timeReverse D
      = timeReverse D * fock h g c (timeReverse D) := by
  rw [fock_timeReverse]
  simp only [timeReverse, ← Matrix.map_mul, hD]

/-- Two-orbital integrals `(pq|rs) = δ_pq δ_rs` of a constant interaction. -/
def constantInteraction (p q r s : Fin 2) : ℝ :=
  (if p = q then 1 else 0) * (if r = s then 1 else 0)

/-- The density matrix of the doubly occupied complex orbital `(1, i)/√2`. -/
def ringDensity : Matrix (Fin 2) (Fin 2) ℂ := !![1, -Complex.I; Complex.I, 1]

/-- For the doubly occupied orbital `(1, i)/√2` with a constant interaction, the exchange sum
is 4, while that of the real part alone is 2. -/
theorem exchange_current_witness :
    Eightfold constantInteraction ∧ ringDensity.IsHermitian ∧
    exchangeForm constantInteraction ringDensity ringDensity = 4 ∧
    exchangeForm constantInteraction (chargePart ringDensity) (chargePart ringDensity) = 2 := by
  have e : ∀ X : Matrix (Fin 2) (Fin 2) ℂ, exchangeForm constantInteraction X X
      = X 0 0 * X 0 0 + 2 * X 0 1 * X 1 0 + X 1 1 * X 1 1 := by
    intro X
    simp only [exchangeForm, constantInteraction, Fin.sum_univ_two]
    norm_num
    ring
  refine ⟨⟨fun p q r s => ?_, fun p q r s => ?_, fun p q r s => mul_comm _ _⟩, ?_, ?_, ?_⟩
  · fin_cases p <;> fin_cases q <;> simp [constantInteraction]
  · fin_cases r <;> fin_cases s <;> simp [constantInteraction]
  · exact Matrix.IsHermitian.ext fun i j => by
      fin_cases i <;> fin_cases j <;> simp [ringDensity]
  · rw [e]
    change (1 : ℂ) * 1 + 2 * (-Complex.I) * Complex.I + 1 * 1 = 4
    linear_combination (-2 : ℂ) * Complex.I_sq
  · rw [e]
    norm_num [chargePart, ringDensity]

end

end MeanFieldTimeReversal
```

```lean
#print axioms MeanFieldTimeReversal.hermitian_parts
#print axioms MeanFieldTimeReversal.energy_timeReverse
#print axioms MeanFieldTimeReversal.scf_timeReverse
```

```
'MeanFieldTimeReversal.hermitian_parts' depends on axioms: [propext, Classical.choice, Quot.sound]
'MeanFieldTimeReversal.energy_timeReverse' depends on axioms: [propext, Classical.choice, Quot.sound]
'MeanFieldTimeReversal.scf_timeReverse' depends on axioms: [propext, Classical.choice, Quot.sound]
```

## Conditions on integrals, densities and SCF solutions

The finite type `n` labels the orbitals. `chargePart` and `currentPart` are $S$ and $A$, stored as complex matrices, and `timeReverse` is entrywise conjugation, the time reversal of a spinless density in a real basis. `Eightfold` lists three generating symmetries of $g$. The types of `h` and `g` make them real.

`hermitian_parts` and `sum_symm_anti` supply the two symmetry facts, and `contract_charge` combines them. `coulomb_charge` applies the latter twice, first to the Coulomb matrix (`hJ`) and then to the outer sum. `exchange_cross` proves the transposition rule as `t`; `exchange_split` expands the quadratic form, using `Complex.I_sq` for the minus sign. `energy_timeReverse` rewrites both energies in terms of $S$ and $A$. `fock_timeReverse` and `scf_timeReverse` need neither Hermiticity nor index symmetry, only real `h`, `g` and `c`.

`exchange_current_witness` shows that exchange can depend on $A$. For the doubly occupied orbital $(1,i)/\sqrt2$ and $g=\delta_{pq}\delta_{rs}$, the exchange sum is 4, but 2 if only $S$ is kept.

Reality of $h$ matters, as a magnetic field shows: it can make $h$ complex, and Hermiticity of $h$ alone does not give equal energies. Take $g=0$, the same density, and

$$h=\begin{pmatrix}0&-i\\ i&0\end{pmatrix},\qquad D=\begin{pmatrix}1&-i\\ i&1\end{pmatrix}.$$

Then $E(D)=2$ and $E(\bar D)=-2$.

The energy theorem does not require $D$ to be idempotent or to have a given electron number. The SCF theorem transfers a stationary condition; it does not show that a solution exists, is stable, or differs from its conjugate. The model has no spin-orbit coupling and no semilocal exchange-correlation term. Rounding is not modelled. The energy theorems assume eightfold symmetry, so they cover a fixed set of screened integrals when the screening preserves it.
